# Existence and uniqueness of a quasiparticle energy when a tail of higher-lying poles is added to a nonincreasing self-energy

The theorem `existsUnique_shifted_level` concerns a level with mean-field energy e and a real, energy-dependent self-energy S, whose quasiparticle energy E satisfies E = e + S(E). To S is added a tail T(w) = −∑ aₖ/(pₖ − w) with finitely many poles pₖ, all above a given energy window, and strengths aₖ ≥ 0. If S is nonincreasing on the window, the window contains the stretch from E − |T(E)| to E, and S is continuous on that stretch, then exactly one energy E′ in the window satisfies E′ = e + S(E′) + T(E′). The attempt gets existence from the intermediate value theorem, applied on the stretch to the residual w − (e + S(w) + T(w)), and uniqueness from the fact that S + T is nonincreasing on the window.

As first written in Lean, the proof fails:

```lean
import Mathlib

open Set

namespace ExistsUniqueShiftedLevel

noncomputable section

variable {ι κ : Type*} [Fintype ι] [Fintype κ]

/-- The self-energy tail `T(w) = -∑ a_k / (p_k - w)` of empty states with strengths `a_k` and
poles `p_k`, meant for energies `w` that differ from every pole. -/
def tail (a p : ι → ℝ) (w : ℝ) : ℝ := -∑ k, a k / (p k - w)

/-- The quasiparticle equation `E = e + S(E)` for a level with mean-field energy `e` and
self-energy correction `S`. -/
def IsQPEnergy (e : ℝ) (S : ℝ → ℝ) (E : ℝ) : Prop := E = e + S E

/-- At an energy below all its poles, a tail with nonnegative strengths is nonpositive. -/
theorem tail_nonpos {a p : ι → ℝ} {w : ℝ} (ha : ∀ k, 0 ≤ a k) (hp : ∀ k, w < p k) :
    tail a p w ≤ 0 :=
  neg_nonpos.2 (Finset.sum_nonneg fun k _ => div_nonneg (ha k) (sub_pos.2 (hp k)).le)

/-- On an energy window below all its poles, a tail with nonnegative strengths is
nonincreasing. -/
theorem tail_antitoneOn {a p : ι → ℝ} {I : Set ℝ} (ha : ∀ k, 0 ≤ a k)
    (hp : ∀ k, ∀ w ∈ I, w < p k) : AntitoneOn (tail a p) I := by
  intro x _ y hy hxy
  -- moving up in energy shrinks every denominator
  exact neg_le_neg (Finset.sum_le_sum fun k _ =>
    div_le_div_of_nonneg_left (ha k) (sub_pos.2 (hp k y hy)) (by linarith))

/-- A self-energy that is nonincreasing on an energy window gives at most one quasiparticle
energy in that window. -/
theorem qpEnergy_unique {S : ℝ → ℝ} {I : Set ℝ} {e x y : ℝ} (hS : AntitoneOn S I)
    (hx : x ∈ I) (hy : y ∈ I) (h : IsQPEnergy e S x) (h' : IsQPEnergy e S y) : x = y := by
  have h1 : x = e + S x := h
  have h2 : y = e + S y := h'
  rcases le_total x y with hxy | hxy
  · have h3 := hS hx hy hxy
    linarith
  · have h3 := hS hy hx hxy
    linarith

/-- Let the self-energy be nonincreasing on a window below all poles of a tail with nonnegative
strengths. If the window contains the stretch from `E - |T(E)|` up to the quasiparticle energy
`E`, and the self-energy is continuous on that stretch, then the equation with the tail has
exactly one solution in the window. -/
theorem existsUnique_shifted_level {S : ℝ → ℝ} {I : Set ℝ} {a p : ι → ℝ} {e E : ℝ}
    (hS : AntitoneOn S I) (ha : ∀ k, 0 ≤ a k) (hp : ∀ k, ∀ w ∈ I, w < p k)
    (hI : Icc (E - |tail a p E|) E ⊆ I) (hcont : ContinuousOn S (Icc (E - |tail a p E|) E))
    (h : IsQPEnergy e S E) :
    ∃! E', E' ∈ I ∧ IsQPEnergy e (fun w => S w + tail a p w) E' := by
  have h1 : E = e + S E := h
  have hlow : E - |tail a p E| ≤ E := by linarith [abs_nonneg (tail a p E)]
  have hE : E ∈ I := hI ⟨hlow, le_rfl⟩
  have hL : E - |tail a p E| ∈ I := hI ⟨le_rfl, hlow⟩
  have t1 := tail_nonpos ha fun k => hp k E hE
  have habs := abs_of_nonpos t1
  have hT := tail_antitoneOn ha hp
  have hTc : ContinuousOn (tail a p) I := by
    unfold tail
    refine ContinuousOn.neg (continuousOn_finset_sum _ fun k _ => ?_)
    exact continuousOn_const.div (continuousOn_const.sub continuousOn_id)
      fun w hw => (sub_pos.2 (hp k w hw)).ne'
  -- the residual of the new equation changes sign on the stretch
  have hg : ContinuousOn (fun w => w - (e + (S w + tail a p w)))
      (Icc (E - |tail a p E|) E) :=
    continuousOn_id.sub (continuousOn_const.add (hcont.add (hTc.mono hI)))
  have s1 := hS hL hE hlow
  have s2 := hT hL hE hlow
  obtain ⟨x, hx, hx0⟩ := intermediate_value_Icc hlow hg
    (show (0 : ℝ) ∈ Icc _ _ from ⟨by dsimp only; linarith, by dsimp only; linarith⟩)
  have hroot : IsQPEnergy e (fun w => S w + tail a p w) x := sub_eq_zero.1 hx0
  refine ⟨x, ⟨hI hx, hroot⟩, ?_⟩
  rintro y ⟨hy, hy'⟩
  -- the sum of self-energy and tail is again nonincreasing
  have hsum : AntitoneOn (fun w => S w + tail a p w) I :=
    fun u hu v hv huv => add_le_add (hS hu hv huv) (hT hu hv huv)
  exact qpEnergy_unique hsum hy (hI hx) hy' hroot

end

end ExistsUniqueShiftedLevel
```

The compiler's answer:

```
Main.lean:63:29: warning: `continuousOn_finset_sum` has been deprecated: Use `continuousOn_finsetSum` instead
Main.lean:73:37: error: `dsimp` made no progress
Main.lean:73:62: error: `dsimp` made no progress
```

Both errors come from the proof that 0 lies between the residual's values at the two ends of the stretch. The type given there, `show (0 : ℝ) ∈ Icc _ _ from …`, leaves both of these values as holes. Lean elaborates the proof after `from`, including its `by` blocks, before it compares this type with the one `intermediate_value_Icc` expects. The two goals therefore still read `?a ≤ 0` and `0 ≤ ?b`, with no residual in them for `dsimp only` to simplify, and `dsimp` raises an error when it changes nothing. Deleting the `dsimp only` calls would not be enough, since `linarith` would face the same unknown values.

The repair states the two inequalities in full as `g0` and `g1` and proves them by `linarith` from the facts already at hand. The pair ⟨`g0`, `g1`⟩ then fills the holes, and Lean accepts the explicit formulas as the residual's values at the endpoints because the two agree by definition.

The warning is separate and did not stop the proof: `continuousOn_finset_sum` is a deprecated name, replaced by `continuousOn_finsetSum`. The reworded comment is tidying; it allows for a residual that is zero at an endpoint.

After these edits no error is left:

```diff
@@ -61,8 +61,8 @@
   have hTc : ContinuousOn (tail a p) I := by
     unfold tail
-    refine ContinuousOn.neg (continuousOn_finset_sum _ fun k _ => ?_)
+    refine ContinuousOn.neg (continuousOn_finsetSum _ fun k _ => ?_)
     exact continuousOn_const.div (continuousOn_const.sub continuousOn_id)
       fun w hw => (sub_pos.2 (hp k w hw)).ne'
-  -- the residual of the new equation changes sign on the stretch
+  -- the residual of the new equation goes from nonpositive to nonnegative on the stretch
   have hg : ContinuousOn (fun w => w - (e + (S w + tail a p w)))
       (Icc (E - |tail a p E|) E) :=
@@ -70,6 +70,9 @@
   have s1 := hS hL hE hlow
   have s2 := hT hL hE hlow
+  have g0 : E - |tail a p E| -
+      (e + (S (E - |tail a p E|) + tail a p (E - |tail a p E|))) ≤ 0 := by linarith
+  have g1 : 0 ≤ E - (e + (S E + tail a p E)) := by linarith
   obtain ⟨x, hx, hx0⟩ := intermediate_value_Icc hlow hg
-    (show (0 : ℝ) ∈ Icc _ _ from ⟨by dsimp only; linarith, by dsimp only; linarith⟩)
+    (show (0 : ℝ) ∈ Icc _ _ from ⟨g0, g1⟩)
   have hroot : IsQPEnergy e (fun w => S w + tail a p w) x := sub_eq_zero.1 hx0
   refine ⟨x, ⟨hI hx, hroot⟩, ?_⟩
```
